# The T1 transformation: conjugation with the singles operator acts linearly on ladder operators

## Singles absorbed into the Hamiltonian

A coupled-cluster state has the form $e^{T_1+T_2+\cdots}|\Phi\rangle$, where $|\Phi\rangle$ is a determinant and $T_1$, $T_2$, … create single, double and higher excitations. The excitation operators commute, so the singles can be moved into the Hamiltonian $H$, which is then replaced by $e^{-T_1}He^{T_1}$. Since $H$, in a finite basis of spin orbitals, is a polynomial in creation and annihilation operators, and conjugation respects products, it is enough to know what happens to a single ladder operator.

Let $a_p$ and $a_p^\dagger$ annihilate and create an electron in spin orbital $p$. They satisfy

$$a_pa_q+a_qa_p=0,\qquad a_p^\dagger a_q^\dagger+a_q^\dagger a_p^\dagger=0,\qquad a_pa_q^\dagger+a_q^\dagger a_p=\delta_{pq}.$$

Choose disjoint finite sets occ and virt of occupied and virtual spin orbitals, and amplitudes $t_{bi}$. From here on, $T$ is the singles operator alone:

$$T=\sum_{b\in\text{virt}}\sum_{i\in\text{occ}}t_{bi}\,a_b^\dagger a_i .$$

## Four transformation rules

Under $X\mapsto e^{-T}Xe^{T}$,

- $a_p$ is unchanged for $p\notin\text{virt}$;
- $a_p^\dagger$ is unchanged for $p\notin\text{occ}$;
- $a_b\mapsto a_b+\sum_{i\in\text{occ}}t_{bi}a_i$ for $b\in\text{virt}$;
- $a_j^\dagger\mapsto a_j^\dagger-\sum_{b\in\text{virt}}t_{bj}a_b^\dagger$ for $j\in\text{occ}$.

For singles over finite orbital sets, substituting these rules into a two-body Hamiltonian gives an operator with at most two-body terms again, with integrals dressed by the amplitudes, but in general no longer Hermitian. The theorems themselves stop at the ladder operators.

## An exponential series with one commutator

Suppose $C=[X,T]$ commutes with $T$. Then

$$XT^{n+1}=T^{n+1}X+(n+1)T^nC .$$

For $n=0$ this is the definition of $C$. If it holds for $n$, multiplication by $T$ from the right gives

$$XT^{n+2}=T^{n+1}(TX+C)+(n+1)T^{n+1}C=T^{n+2}X+(n+2)T^{n+1}C .$$

Divide the formula by $(n+1)!$, sum over $n\ge 0$ and add the zeroth term $X$. For nilpotent $T$ all sums are finite, and

$$Xe^T=e^TX+\sum_{n\ge0}\frac{T^n}{n!}C=e^T(X+C).$$

Multiplication by $e^{-T}$ from the left yields $e^{-T}Xe^T=X+C$.

## Commutators with the singles operator

For one excitation, the anticommutation relations give

$$a_pa_b^\dagger a_i=\delta_{pb}a_i-a_b^\dagger a_pa_i=a_b^\dagger a_ia_p+\delta_{pb}a_i,$$

$$a_p^\dagger a_b^\dagger a_i=-a_b^\dagger a_p^\dagger a_i=a_b^\dagger a_ia_p^\dagger-\delta_{ip}a_b^\dagger .$$

Weighting with $t_{bi}$ and summing, we find that $[a_p,T]=\sum_i t_{pi}a_i$ if $p$ is virtual and zero otherwise, while $[a_p^\dagger,T]=-\sum_b t_{bp}a_b^\dagger$ if $p$ is occupied and zero otherwise.

## Nilpotency and the second commutator

Take $i$ occupied and $b$ virtual. Because the sets are disjoint, the Kronecker deltas above vanish, and both $a_i$ and $a_b^\dagger$ commute with every excitation in $T$. Hence the excitations commute with one another. Each squares to zero:

$$(a_b^\dagger a_i)^2=a_b^\dagger a_b^\dagger a_ia_i=0,$$

since $2(a_b^\dagger)^2=0$. If $T$ has $N$ terms, every product in $T^{N+1}$ repeats an excitation, so $T^{N+1}=0$.

The first commutators contain only occupied $a_i$ or only virtual $a_b^\dagger$, so they commute with $T$. Inserting them for $C$ in $e^{-T}Xe^T=X+C$ gives the four rules.

Without disjointness, nilpotency can fail: for $\text{occ}=\text{virt}=\{p\}$ and $t_{pp}=1$, $T$ is the number operator $a_p^\dagger a_p$, which on Fock space is nonzero and equal to its own square.

## Operators and amplitudes in Lean

The type `ι` labels the spin orbitals and may be infinite; `occ` and `virt` are finite subsets, and orbitals in neither are allowed. Operators live in a ring `A` that is an algebra over the rationals, which supplies the factors $1/n!$. Amplitudes come from a commutative ring `K` acting on `A`, for instance the complex numbers. In `t b i` the virtual index comes first.

`IsCAR a ad` states the three anticommutation relations. It does not require `ad p` to be the adjoint of `a p`, and no Hilbert space or reference determinant appears: "occupied" means membership of `occ`. `T1` is the double sum above, and `similarity T X` is $e^{-T}Xe^T$, with the sign convention fixed by that order and the exponential given by Mathlib's finite series `IsNilpotent.exp`.

The theorem `t1_transformation` assumes `IsCAR a ad` and `Disjoint occ virt`, and concludes the four rules in the order listed. Nilpotency is derived from these assumptions. Doubles and higher excitations, amplitude equations and energies do not enter.

The theorem `IsCAR.similarity` adds that conjugation by any nilpotent `T` preserves the anticommutation relations. By hand, $e^Te^{-T}=1$ between two transformed factors gives

$$(e^{-T}Xe^T)(e^{-T}Ye^T)=e^{-T}XYe^T,$$

so an anticommutator equal to $0$ or $1$ keeps its value. The transformed creators are nevertheless not, in general, adjoints of the transformed annihilators, because $e^T$ is not unitary in general.

## The complete file

```lean
import Mathlib

open Finset

namespace T1Transformation

/-- The canonical anticommutation relations for annihilation operators `a p` and
creation operators `ad p`, labelled by spin orbitals `p`. -/
structure IsCAR {ι A : Type*} [DecidableEq ι] [Ring A] (a ad : ι → A) : Prop where
  ann_ann : ∀ p q, a p * a q + a q * a p = 0
  cre_cre : ∀ p q, ad p * ad q + ad q * ad p = 0
  ann_cre : ∀ p q, a p * ad q + ad q * a p = if p = q then 1 else 0

/-- The singles cluster operator `T = ∑ t_bi a_b† a_i`, with `b` running over the virtual
and `i` over the occupied spin orbitals. -/
def T1 {ι K A : Type*} [CommRing K] [Ring A] [Algebra K A]
    (occ virt : Finset ι) (t : ι → ι → K) (a ad : ι → A) : A :=
  ∑ b ∈ virt, ∑ i ∈ occ, t b i • (ad b * a i)

/-- The similarity transform `exp(-T) X exp(T)` of an operator `X`, for nilpotent `T`. -/
noncomputable def similarity {A : Type*} [Ring A] [Algebra ℚ A] (T X : A) : A :=
  IsNilpotent.exp (-T) * X * IsNilpotent.exp T

section Series

variable {A : Type*} [Ring A] [Algebra ℚ A]

/-- If the commutator `C = [X, T]` commutes with `T`, then moving `X` through a power of `T`
gives `X Tⁿ⁺¹ = Tⁿ⁺¹ X + (n + 1) Tⁿ C`. -/
theorem mul_pow_succ_of_commutator {X T C : A} (hX : X * T = T * X + C)
    (hC : C * T = T * C) (n : ℕ) :
    X * T ^ (n + 1) = T ^ (n + 1) * X + ((n + 1 : ℕ) : ℚ) • (T ^ n * C) := by
  induction n with
  | zero => simp [hX]
  | succ n ih =>
    have h1 : T ^ n * C * T = T ^ (n + 1) * C := by
      rw [mul_assoc, hC, ← mul_assoc, ← pow_succ]
    have h2 : T ^ (n + 1) * X * T = T ^ (n + 1 + 1) * X + T ^ (n + 1) * C := by
      rw [mul_assoc, hX, mul_add, ← mul_assoc, ← pow_succ]
    calc X * T ^ (n + 1 + 1) = (X * T ^ (n + 1)) * T := by
          rw [pow_succ T (n + 1), mul_assoc]
      _ = T ^ (n + 1 + 1) * X + T ^ (n + 1) * C
            + ((n + 1 : ℕ) : ℚ) • (T ^ (n + 1) * C) := by
          rw [ih, add_mul, smul_mul_assoc, h1, h2]
      _ = _ := by push_cast; module

/-- For nilpotent `T`, if the commutator `C = [X, T]` commutes with `T`, then
`exp(-T) X exp(T) = X + C`. -/
theorem similarity_of_commutator {X T C : A} (hT : IsNilpotent T)
    (hX : X * T = T * X + C) (hC : C * T = T * C) : similarity T X = X + C := by
  have key : X * IsNilpotent.exp T = IsNilpotent.exp T * (X + C) := by
    obtain ⟨k, hk⟩ := hT
    have hk1 : T ^ (k + 1) = 0 := by rw [pow_succ, hk, zero_mul]
    have e0 := IsNilpotent.exp_eq_sum hk
    have e1 := IsNilpotent.exp_eq_sum hk1
    -- the factor n + 1 lowers the factorial by one step
    have step : ∀ n : ℕ, ((n + 1).factorial : ℚ)⁻¹ • (X * T ^ (n + 1)) =
        ((n + 1).factorial : ℚ)⁻¹ • (T ^ (n + 1) * X)
          + (n.factorial : ℚ)⁻¹ • (T ^ n * C) := by
      intro n
      have h0 : ((n + 1 : ℕ) : ℚ) ≠ 0 := Nat.cast_ne_zero.mpr n.succ_ne_zero
      have hf : ((n + 1).factorial : ℚ)⁻¹ * ((n + 1 : ℕ) : ℚ) = (n.factorial : ℚ)⁻¹ := by
        rw [Nat.factorial_succ, Nat.cast_mul, mul_inv, mul_right_comm,
          inv_mul_cancel₀ h0, one_mul]
      rw [mul_pow_succ_of_commutator hX hC, smul_add, smul_smul, hf]
    have hx : IsNilpotent.exp T * X =
        ∑ n ∈ range k, ((n + 1).factorial : ℚ)⁻¹ • (T ^ (n + 1) * X) + X := by
      rw [e1, Finset.sum_mul, Finset.sum_range_succ']
      simp only [smul_mul_assoc, pow_zero, one_mul, Nat.factorial_zero, Nat.cast_one,
        inv_one, one_smul]
    have hc : IsNilpotent.exp T * C =
        ∑ n ∈ range k, (n.factorial : ℚ)⁻¹ • (T ^ n * C) := by
      rw [e0, Finset.sum_mul]
      simp only [smul_mul_assoc]
    rw [mul_add, hx, hc, e1, Finset.mul_sum]
    simp only [mul_smul_comm]
    rw [Finset.sum_range_succ', Finset.sum_congr rfl (fun n _ => step n),
      Finset.sum_add_distrib]
    simp only [pow_zero, mul_one, Nat.factorial_zero, Nat.cast_one, inv_one, one_smul]
    abel
  rw [similarity, mul_assoc, key, ← mul_assoc, IsNilpotent.exp_neg_mul_exp_self hT, one_mul]

end Series

section Ladder

variable {ι K A : Type*} [DecidableEq ι] [CommRing K] [Ring A] [Algebra K A] {a ad : ι → A}

/-- The commutator of an annihilation operator with a single excitation:
`[a_p, a_b† a_i] = δ_pb a_i`. -/
theorem IsCAR.ann_excitation (h : IsCAR a ad) (p b i : ι) :
    a p * (ad b * a i) = ad b * a i * a p + if p = b then a i else 0 := by
  have h1 := h.ann_cre p b
  have h2 := h.ann_ann p i
  split_ifs at h1 ⊢ <;>
    linear_combination (norm := noncomm_ring) h1 * a i - ad b * h2

/-- The commutator of a creation operator with a single excitation:
`[a_p†, a_b† a_i] = -δ_ip a_b†`. -/
theorem IsCAR.cre_excitation (h : IsCAR a ad) (p b i : ι) :
    ad p * (ad b * a i) = ad b * a i * ad p - if i = p then ad b else 0 := by
  have h1 := h.ann_cre i p
  have h2 := h.cre_cre p b
  split_ifs at h1 ⊢ <;>
    linear_combination (norm := noncomm_ring) h2 * a i - ad b * h1

/-- The commutator `[a_p, T]` is `∑_i t_pi a_i` for virtual `p` and zero otherwise. -/
theorem IsCAR.ann_mul_T1 (h : IsCAR a ad) (occ virt : Finset ι) (t : ι → ι → K) (p : ι) :
    a p * T1 occ virt t a ad = T1 occ virt t a ad * a p
      + if p ∈ virt then ∑ i ∈ occ, t p i • a i else 0 := by
  simp only [T1, Finset.mul_sum, Finset.sum_mul, mul_smul_comm, smul_mul_assoc,
    h.ann_excitation, smul_add, Finset.sum_add_distrib]
  congr 1
  rw [Finset.sum_comm]
  simp only [smul_ite, smul_zero, Finset.sum_ite_eq]
  by_cases hp : p ∈ virt <;> simp [hp]

/-- The commutator `[a_p†, T]` is `-∑_b t_bp a_b†` for occupied `p` and zero otherwise. -/
theorem IsCAR.cre_mul_T1 (h : IsCAR a ad) (occ virt : Finset ι) (t : ι → ι → K) (p : ι) :
    ad p * T1 occ virt t a ad = T1 occ virt t a ad * ad p
      + if p ∈ occ then -∑ b ∈ virt, t b p • ad b else 0 := by
  simp only [T1, Finset.mul_sum, Finset.sum_mul, mul_smul_comm, smul_mul_assoc,
    h.cre_excitation, smul_sub, Finset.sum_sub_distrib]
  rw [sub_eq_add_neg]
  congr 1
  simp only [smul_ite, smul_zero, Finset.sum_ite_eq']
  by_cases hp : p ∈ occ <;> simp [hp]

variable [Algebra ℚ A] {occ virt : Finset ι}

/-- For disjoint occupied and virtual sets the singles cluster operator is nilpotent. -/
theorem IsCAR.isNilpotent_T1 (h : IsCAR a ad) (hd : Disjoint occ virt) (t : ι → ι → K) :
    IsNilpotent (T1 occ virt t a ad) := by
  have hne : ∀ i ∈ occ, ∀ b ∈ virt, i ≠ b := fun i hi b hb =>
    Finset.disjoint_left.mp hd hi |> fun hn he => hn (he ▸ hb)
  have ha : ∀ i ∈ occ, ∀ b ∈ virt, ∀ j, a i * (ad b * a j) = ad b * a j * a i :=
    fun i hi b hb j => by rw [h.ann_excitation, if_neg (hne i hi b hb), add_zero]
  have hc : ∀ b ∈ virt, ∀ j ∈ occ, ∀ c, ad b * (ad c * a j) = ad c * a j * ad b :=
    fun b hb j hj c => by rw [h.cre_excitation, if_neg (hne j hj b hb), sub_zero]
  rw [T1, ← Finset.sum_product']
  apply Commute.isNilpotent_sum
  · -- Pauli principle: each excitation squares to zero
    rintro ⟨b, i⟩ hx
    obtain ⟨hb, hi⟩ := Finset.mem_product.mp hx
    have hbb : ad b * ad b = 0 := by
      calc ad b * ad b = (1 / 2 : ℚ) • (ad b * ad b + ad b * ad b) := by module
        _ = 0 := by rw [h.cre_cre, smul_zero]
    have hsq : ad b * a i * (ad b * a i) = 0 := by
      rw [mul_assoc, ha i hi b hb i, ← mul_assoc, ← mul_assoc, hbb, zero_mul, zero_mul]
    exact ⟨2, by rw [smul_pow, sq (ad b * a i), hsq, smul_zero]⟩
  · -- excitations commute with each other
    rintro ⟨b, i⟩ ⟨c, j⟩ hx hy
    obtain ⟨hb, hi⟩ := Finset.mem_product.mp hx
    obtain ⟨hc', hj⟩ := Finset.mem_product.mp hy
    have h1 : Commute (ad b) (ad c * a j) := hc b hb j hj c
    have h2 : Commute (a i) (ad c * a j) := ha i hi c hc' j
    exact ((h1.mul_left h2).smul_left _).smul_right _

/-- The T1 transformation, for disjoint occupied and virtual sets: `exp(-T) X exp(T)` fixes
`a_p` for non-virtual `p` and `a_p†` for non-occupied `p`, sends a virtual `a_b` to
`a_b + ∑_i t_bi a_i`, and sends an occupied `a_j†` to `a_j† - ∑_b t_bj a_b†`. -/
theorem t1_transformation (h : IsCAR a ad) (hd : Disjoint occ virt) (t : ι → ι → K) :
    (∀ p ∉ virt, similarity (T1 occ virt t a ad) (a p) = a p) ∧
    (∀ p ∉ occ, similarity (T1 occ virt t a ad) (ad p) = ad p) ∧
    (∀ b ∈ virt, similarity (T1 occ virt t a ad) (a b) = a b + ∑ i ∈ occ, t b i • a i) ∧
    (∀ j ∈ occ, similarity (T1 occ virt t a ad) (ad j)
      = ad j - ∑ b ∈ virt, t b j • ad b) := by
  have hN := h.isNilpotent_T1 hd t
  have ha : ∀ p ∉ virt, a p * T1 occ virt t a ad = T1 occ virt t a ad * a p :=
    fun p hp => by rw [h.ann_mul_T1, if_neg hp, add_zero]
  have hc : ∀ p ∉ occ, ad p * T1 occ virt t a ad = T1 occ virt t a ad * ad p :=
    fun p hp => by rw [h.cre_mul_T1, if_neg hp, add_zero]
  refine ⟨fun p hp => ?_, fun p hp => ?_, fun b hb => ?_, fun j hj => ?_⟩
  · simpa using similarity_of_commutator (C := 0) hN (by rw [ha p hp, add_zero]) (by simp)
  · simpa using similarity_of_commutator (C := 0) hN (by rw [hc p hp, add_zero]) (by simp)
  · refine similarity_of_commutator hN (by rw [h.ann_mul_T1, if_pos hb]) ?_
    rw [Finset.sum_mul, Finset.mul_sum]
    refine Finset.sum_congr rfl fun i hi => ?_
    rw [smul_mul_assoc, mul_smul_comm, ha i (Finset.disjoint_left.mp hd hi)]
  · rw [sub_eq_add_neg]
    refine similarity_of_commutator hN (by rw [h.cre_mul_T1, if_pos hj]) ?_
    rw [neg_mul, mul_neg, Finset.sum_mul, Finset.mul_sum]
    congr 1
    refine Finset.sum_congr rfl fun b hb => ?_
    rw [smul_mul_assoc, mul_smul_comm, hc b (Finset.disjoint_right.mp hd hb)]

omit [CommRing K] [Algebra K A] in
/-- Similarity transformation by any nilpotent `T` preserves the canonical anticommutation
relations. -/
theorem IsCAR.similarity (h : IsCAR a ad) {T : A} (hT : IsNilpotent T) :
    IsCAR (fun p => similarity T (a p)) (fun p => similarity T (ad p)) := by
  -- the inner factors exp(T) exp(-T) cancel
  have hm : ∀ X Y : A, T1Transformation.similarity T X * T1Transformation.similarity T Y
      + T1Transformation.similarity T Y * T1Transformation.similarity T X
      = IsNilpotent.exp (-T) * (X * Y + Y * X) * IsNilpotent.exp T := by
    have hp : ∀ X Y : A, T1Transformation.similarity T X * T1Transformation.similarity T Y
        = IsNilpotent.exp (-T) * (X * Y) * IsNilpotent.exp T := fun X Y => by
      calc _ = IsNilpotent.exp (-T) * X * (IsNilpotent.exp T * IsNilpotent.exp (-T))
            * Y * IsNilpotent.exp T := by simp only [T1Transformation.similarity, mul_assoc]
        _ = _ := by rw [IsNilpotent.exp_mul_exp_neg_self hT, mul_one]; simp only [mul_assoc]
    intro X Y
    rw [hp, hp, mul_add, add_mul]
  refine ⟨fun p q => ?_, fun p q => ?_, fun p q => ?_⟩
  · rw [hm, h.ann_ann, mul_zero, zero_mul]
  · rw [hm, h.cre_cre, mul_zero, zero_mul]
  · rw [hm, h.ann_cre]
    split_ifs
    · rw [mul_one, IsNilpotent.exp_neg_mul_exp_self hT]
    · rw [mul_zero, zero_mul]

end Ladder

/-- Jordan–Wigner matrices of the two annihilation operators of a two-mode Fock space. -/
def jordanWigner : Fin 2 → Matrix (Fin 4) (Fin 4) ℚ :=
  ![!![0, 0, 1, 0; 0, 0, 0, 1; 0, 0, 0, 0; 0, 0, 0, 0],
    !![0, 1, 0, 0; 0, 0, 0, 0; 0, 0, 0, -1; 0, 0, 0, 0]]

/-- The two-mode Jordan–Wigner matrices and their transposes satisfy the canonical
anticommutation relations. -/
theorem isCAR_witness : IsCAR jordanWigner (fun p => (jordanWigner p).transpose) :=
  ⟨by decide +kernel, by decide +kernel, by decide +kernel⟩

end T1Transformation
```

```lean
#print axioms T1Transformation.t1_transformation
-- 'T1Transformation.t1_transformation' depends on axioms: [propext, Classical.choice, Quot.sound]
```

## From the series to the four rules in the code

`mul_pow_succ_of_commutator` is the induction on powers. Its auxiliary equations `h1` and `h2` move the last factor $T$ past $C$ and $X$, and `module` collects the coefficients.

`similarity_of_commutator` sums the series. Its central equation `key` is $Xe^T=e^T(X+C)$. The exponential is written once with $k$ terms and once with $k+1$, through `e0` and `e1`, so that the shifted sums have matching ranges. `step` carries out the cancellation $(n+1)/(n+1)!=1/n!$, and `Finset.sum_range_succ'` separates the zeroth term.

`IsCAR.ann_excitation` and `IsCAR.cre_excitation` are the commutators with one excitation. Each `linear_combination` multiplies one anticommutation relation by $a_i$ on the right and another by $a_b^\dagger$ on the left, then subtracts; `noncomm_ring` checks the result without reordering factors. `IsCAR.ann_mul_T1` and `IsCAR.cre_mul_T1` distribute these commutators over the double sum and collapse the Kronecker deltas.

In `IsCAR.isNilpotent_T1`, the statements `ha` and `hc` say that occupied annihilators and virtual creators commute with the excitations. The double sum becomes a sum over pairs, and `Commute.isNilpotent_sum` reduces the claim to the two facts used above: each term is nilpotent, and the terms commute.

`t1_transformation` applies the series lemma four times. The first two cases take `C := 0`. The other two insert the nonzero commutators and use disjointness, term by term, to show that they commute with $T$.

In `IsCAR.similarity`, `hp` is the product rule for conjugation and `hm` extends it to anticommutators. Finally, `isCAR_witness` verifies the relations for explicit $4\times4$ matrices and their transposes by direct evaluation with `decide +kernel`. These matrices represent two fermionic modes, enough for one occupied and one virtual spin orbital.
